# Hall factor of a nondegenerate parabolic band in three dimensions: at least one for $\tau\propto E^s$ with $s>-5/4$, and $3\pi/8$ for acoustic scattering

A Hall measurement on a semiconductor yields a Hall coefficient $R_H$, and the carrier density is often read from it as $1/(qR_H)$, where $q$ is the carrier charge. If the carriers occupy a single isotropic parabolic band and their relaxation time $\tau$ depends on the energy $E$, then at low magnetic field the ohmic current averages $\tau$ while the Hall current averages $\tau^2$. The coefficient is then $R_H=r/(nq)$, with $n$ the true density and

$$r=\frac{\langle\tau^2\rangle}{\langle\tau\rangle^2}$$

the Hall factor. The simple reading returns $n/r$. For such a band in three dimensions, with Boltzmann statistics and $\tau=\tau_0E^s$, where $\tau_0>0$ and $s>-5/4$,

$$r=\frac{\Gamma(5/2)\,\Gamma(2s+5/2)}{\Gamma(s+5/2)^2}\ \ge 1,$$

with equality exactly when $s=0$. Within this model the simple reading therefore never overestimates the density.

## Parabolic band and Boltzmann statistics

In the relaxation-time approximation, the contribution of each energy to the ohmic current is the relaxation time multiplied by a weight. This weight is proportional to the density of states ($\propto E^{1/2}$ in three dimensions), the squared velocity ($\propto E$) and the energy derivative of the occupation ($\propto e^{-E/kT}$). The product is the weight $w(E)=E^{3/2}e^{-E/kT}$, and the transport average is

$$\langle f\rangle=\frac{\int_0^\infty f(E)\,w(E)\,dE}{\int_0^\infty w(E)\,dE}.$$

```lean
import Mathlib

open MeasureTheory Set

namespace HallFactor

noncomputable section

/-- Transport weight `E^(3/2) exp(-E/kT)` of a parabolic band with Boltzmann statistics,
for energies `E > 0` and `kT > 0`. -/
def weight (kT E : ℝ) : ℝ := E ^ (3 / 2 : ℝ) * Real.exp (-(E / kT))

/-- Transport average of a function of the energy, for `kT > 0`. -/
def mean (kT : ℝ) (f : ℝ → ℝ) : ℝ :=
  (∫ E in Ioi (0 : ℝ), f E * weight kT E) / ∫ E in Ioi (0 : ℝ), weight kT E

/-- Hall factor `⟨τ²⟩ / ⟨τ⟩²` of an energy-dependent relaxation time with `⟨τ⟩ ≠ 0`. -/
def hallFactor (kT : ℝ) (τ : ℝ → ℝ) : ℝ :=
  mean kT (fun E => τ E ^ 2) / mean kT τ ^ 2
```

In Lean, `kT` is one real number, energies are real numbers in a fixed unit, and $\tau$ is any function `ℝ → ℝ`. `Ioi 0` is the set of positive energies.

For effective mass $m$, the ohmic conductivity is $\sigma_0=nq^2\langle\tau\rangle/m$, and the low-field Hall conductivity per unit magnetic field is $\sigma_H=nq^3\langle\tau^2\rangle/m^2$. Both enter as definitions; the Boltzmann equation is not solved here.

```lean
/-- Ohmic conductivity of carriers with density `n`, charge `q` and effective mass `m ≠ 0`. -/
def ohmicConductivity (n q m kT : ℝ) (τ : ℝ → ℝ) : ℝ := n * q ^ 2 * mean kT τ / m

/-- Low-field Hall conductivity per unit magnetic field, for effective mass `m ≠ 0`. -/
def hallConductivity (n q m kT : ℝ) (τ : ℝ → ℝ) : ℝ :=
  n * q ^ 3 * mean kT (fun E => τ E ^ 2) / m ^ 2
```

For degenerate carriers the exponential would give way to the derivative of the Fermi function, and the Gamma formula would in general no longer apply.

## Nonzero mean relaxation time

The condition $\langle\tau\rangle\ne0$ says that the carriers conduct at all. A positive relaxation time with a convergent average satisfies it automatically. By hand, it permits the division in $r$:

$$nq\,\sigma_H=\frac{n^2q^4\langle\tau^2\rangle}{m^2}=r\,\frac{n^2q^4\langle\tau\rangle^2}{m^2}=r\,\sigma_0^2 .$$

Dividing by $nq\,\sigma_0^2$ gives $R_H=\sigma_H/\sigma_0^2=r/(nq)$.

```lean
/-- If the mean relaxation time is nonzero, the Hall conductivity per unit field `σ_H` and the
ohmic conductivity `σ₀` satisfy `n q σ_H = r σ₀²`, where `r` is the Hall factor. -/
theorem hallConductivity_relation (n q m kT : ℝ) (τ : ℝ → ℝ) (hμ : mean kT τ ≠ 0) :
    n * q * hallConductivity n q m kT τ
      = hallFactor kT τ * ohmicConductivity n q m kT τ ^ 2 := by
  have h : hallFactor kT τ * mean kT τ ^ 2 = mean kT (fun E => τ E ^ 2) :=
    div_mul_cancel₀ _ (pow_ne_zero 2 hμ)
  unfold hallConductivity ohmicConductivity
  linear_combination (-(n ^ 2 * q ^ 4 / m ^ 2)) * h
```

The proof uses `hμ` to cancel $\langle\tau\rangle^2$; the rest is algebra. Without the condition, a $\tau$ that changes sign, which is unphysical but allowed by the Lean type, could have $\sigma_0=0$ and $\sigma_H\neq0$, and the relation would fail.

## Positive temperature

The condition $kT>0$ makes the Boltzmann factor decay. By hand, it allows the substitution $x=E/kT$ in the moment of order $s$, here any real $s>-5/2$:

$$\int_0^\infty E^s\,w(E)\,dE=(kT)^{s+5/2}\int_0^\infty x^{s+3/2}e^{-x}\,dx=(kT)^{s+5/2}\,\Gamma(s+5/2).$$

```lean
/-- For `kT > 0` and `s > -5/2`, the moment of order `s` of the transport weight is
`(kT)^(s+5/2) Γ(s+5/2)`. -/
theorem integral_rpow_weight {kT s : ℝ} (hT : 0 < kT) (hs : -(5 / 2) < s) :
    ∫ E in Ioi (0 : ℝ), E ^ s * weight kT E
      = kT ^ (s + 5 / 2) * Real.Gamma (s + 5 / 2) := by
  have h := Real.integral_rpow_mul_exp_neg_mul_Ioi (a := s + 5 / 2) (r := 1 / kT)
    (by linarith) (by positivity)
  rw [one_div_one_div] at h
  rw [← h]
  refine setIntegral_congr_fun measurableSet_Ioi fun E hE => ?_
  have e : s + 5 / 2 - 1 = s + 3 / 2 := by ring
  have e' : 1 / kT * E = E / kT := by ring
  simp only [weight, e, e']
  rw [Real.rpow_add (mem_Ioi.mp hE) s (3 / 2)]
  ring
```

The proof takes Mathlib's Gamma integral with decay rate `1 / kT` and matches the integrands at each positive energy. Setting $s=0$ gives the normalisation, which is positive.

```lean
/-- For `kT > 0` the transport weight has the total `(kT)^(5/2) Γ(5/2)`, which is positive. -/
theorem integral_weight {kT : ℝ} (hT : 0 < kT) :
    (∫ E in Ioi (0 : ℝ), weight kT E) = kT ^ (5 / 2 : ℝ) * Real.Gamma (5 / 2) ∧
      0 < ∫ E in Ioi (0 : ℝ), weight kT E := by
  have h := integral_rpow_weight (s := 0) hT (by norm_num)
  simp only [Real.rpow_zero, one_mul, zero_add] at h
  refine ⟨h, ?_⟩
  rw [h]
  exact mul_pos (Real.rpow_pos_of_pos hT _) (Real.Gamma_pos_of_pos (by norm_num))
```

For negative $kT$ the exponential would grow and the integrals would diverge. The value of the temperature does not matter for a power law, since it cancels in $r$.

## Finite mean square relaxation time

The low-field formula for $\sigma_H$ needs $\langle\tau^2\rangle$ to be finite. If it diverges while $\langle\tau\rangle$ converges, the ohmic conductivity is finite, but the Hall conductivity per unit field has no finite limit as the field tends to zero.

The mean of $\tau$ must converge too, and in Lean this follows from $\langle\tau\rangle\neq0$: a divergent integral is assigned the value zero, so a nonzero average certifies convergence.

```lean
/-- A function of the energy with nonzero transport average is integrable against the
transport weight. -/
theorem integrable_of_mean_ne {kT : ℝ} {f : ℝ → ℝ} (h : mean kT f ≠ 0) :
    IntegrableOn (fun E => f E * weight kT E) (Ioi 0) := by
  by_contra hf
  exact h (by unfold mean; rw [integral_undef hf, zero_div])
```

By hand, write $\mu=\langle\tau\rangle$ and expand the square. Finiteness of each term allows the average to be split:

$$\langle(\tau-\mu)^2\rangle=\langle\tau^2\rangle-2\mu\langle\tau\rangle+\mu^2\langle1\rangle=\langle\tau^2\rangle-\mu^2 .$$

```lean
/-- For `kT > 0`, nonzero `⟨τ⟩` and `τ²` integrable against the transport weight, the squared
deviation of `τ` from its mean is integrable against that weight and has the transport average
`⟨τ²⟩ - ⟨τ⟩²`. -/
theorem mean_variance {kT : ℝ} {τ : ℝ → ℝ} (hT : 0 < kT) (hμ : mean kT τ ≠ 0)
    (h2 : IntegrableOn (fun E => τ E ^ 2 * weight kT E) (Ioi 0)) :
    IntegrableOn (fun E => (τ E - mean kT τ) ^ 2 * weight kT E) (Ioi 0) ∧
      mean kT (fun E => (τ E - mean kT τ) ^ 2)
        = mean kT (fun E => τ E ^ 2) - mean kT τ ^ 2 := by
  have hW := (integral_weight hT).2
  have h1 := integrable_of_mean_ne hμ
  have h0 : Integrable (fun E => weight kT E) (volume.restrict (Ioi 0)) := by
    by_contra hf
    exact hW.ne' (integral_undef hf)
  have hA : mean kT τ * (∫ E in Ioi (0 : ℝ), weight kT E)
      = ∫ E in Ioi (0 : ℝ), τ E * weight kT E := div_mul_cancel₀ _ hW.ne'
  have hQ : mean kT (fun E => τ E ^ 2) * (∫ E in Ioi (0 : ℝ), weight kT E)
      = ∫ E in Ioi (0 : ℝ), τ E ^ 2 * weight kT E := div_mul_cancel₀ _ hW.ne'
  -- expand the square
  have hexp : (fun E => (τ E - mean kT τ) ^ 2 * weight kT E) = fun E =>
      (τ E ^ 2 * weight kT E - 2 * mean kT τ * (τ E * weight kT E))
        + mean kT τ ^ 2 * weight kT E := by
    funext E
    ring
  have h3 : Integrable (fun E => 2 * mean kT τ * (τ E * weight kT E))
      (volume.restrict (Ioi 0)) := Integrable.const_mul h1 _
  have h4 : Integrable (fun E => τ E ^ 2 * weight kT E
      - 2 * mean kT τ * (τ E * weight kT E)) (volume.restrict (Ioi 0)) := Integrable.sub h2 h3
  have h5 : Integrable (fun E => mean kT τ ^ 2 * weight kT E)
      (volume.restrict (Ioi 0)) := Integrable.const_mul h0 _
  refine ⟨by rw [hexp]; exact Integrable.add h4 h5, ?_⟩
  change (∫ E in Ioi (0 : ℝ), (τ E - mean kT τ) ^ 2 * weight kT E)
    / (∫ E in Ioi (0 : ℝ), weight kT E) = _
  rw [div_eq_iff hW.ne', hexp, integral_add h4 h5, integral_sub h2 h3,
    integral_const_mul, integral_const_mul]
  linear_combination 2 * mean kT τ * hA - hQ
```

Here `hexp` is the expansion, `h2` to `h5` supply the integrability of its terms, and the final `linear_combination` collects them.

The left side is an average of a nonnegative function with a positive weight, so $\langle\tau^2\rangle\ge\mu^2$, and division by $\mu^2>0$ gives $r\ge1$. If $r=1$, the integral of $(\tau-\mu)^2w$ vanishes. A nonnegative function with zero integral is zero almost everywhere, and $w>0$, so $\tau=\mu$ at almost every positive energy. Conversely, if $\tau=c$ almost everywhere, then $\langle\tau\rangle=c$, $\langle\tau^2\rangle=c^2$ and $r=1$.

```lean
/-- For `kT > 0`, nonzero `⟨τ⟩` and `τ²` integrable against the transport weight, the Hall factor is
at least one, and it is one exactly when the relaxation time is the same at almost every positive
energy. -/
theorem one_le_hallFactor {kT : ℝ} {τ : ℝ → ℝ} (hT : 0 < kT) (hμ : mean kT τ ≠ 0)
    (h2 : IntegrableOn (fun E => τ E ^ 2 * weight kT E) (Ioi 0)) :
    1 ≤ hallFactor kT τ ∧
      (hallFactor kT τ = 1 ↔ ∃ c, ∀ᵐ E ∂(volume.restrict (Ioi (0 : ℝ))), τ E = c) := by
  have hW := (integral_weight hT).2
  obtain ⟨hint, hv⟩ := mean_variance hT hμ h2
  have hw : ∀ E ∈ Ioi (0 : ℝ), 0 < weight kT E := fun E hE =>
    mul_pos (Real.rpow_pos_of_pos hE _) (Real.exp_pos _)
  have hnn : ∀ E ∈ Ioi (0 : ℝ), 0 ≤ (τ E - mean kT τ) ^ 2 * weight kT E := fun E hE =>
    mul_nonneg (sq_nonneg _) (hw E hE).le
  constructor
  · have h : 0 ≤ mean kT (fun E => (τ E - mean kT τ) ^ 2) :=
      div_nonneg (setIntegral_nonneg measurableSet_Ioi hnn) hW.le
    unfold hallFactor
    rw [le_div_iff₀ (by positivity)]
    linarith
  · unfold hallFactor
    rw [div_eq_one_iff_eq (pow_ne_zero 2 hμ)]
    constructor
    · -- a vanishing variance forces the relaxation time to be constant almost everywhere
      intro h
      rw [h, sub_self] at hv
      have i0 := (div_eq_zero_iff.mp hv).resolve_right hW.ne'
      have z := (integral_eq_zero_iff_of_nonneg_ae
        ((ae_restrict_iff' measurableSet_Ioi).mpr (ae_of_all _ hnn)) hint).mp i0
      refine ⟨mean kT τ, ?_⟩
      filter_upwards [z, ae_restrict_mem measurableSet_Ioi] with E h0 hE
      have h0' : (τ E - mean kT τ) ^ 2 * weight kT E = 0 := h0
      have h00 := (mul_eq_zero.mp h0').resolve_right (hw E hE).ne'
      exact sub_eq_zero.mp ((pow_eq_zero_iff two_ne_zero).mp h00)
    · rintro ⟨c, hc⟩
      have hm : ∀ (f : ℝ → ℝ) (d : ℝ),
          (∀ᵐ E ∂(volume.restrict (Ioi (0 : ℝ))), f E = d) → mean kT f = d := by
        intro f d hf
        have h : ∫ E in Ioi (0 : ℝ), f E * weight kT E
            = d * ∫ E in Ioi (0 : ℝ), weight kT E := by
          rw [← integral_const_mul]
          exact integral_congr_ae (hf.mono fun E h => by simp only [h])
        unfold mean
        rw [h, mul_div_cancel_right₀ _ hW.ne']
      rw [hm τ c hc, hm _ (c ^ 2) (hc.mono fun E h => by simp only [h])]
```

This theorem holds for every relaxation time that meets the two conditions, not only for power laws. Its proof follows the argument above: `hnn` is the nonnegativity, `integral_eq_zero_iff_of_nonneg_ae` gives the vanishing integrand, and `hm` computes the average of a constant. The words "almost every" are needed because changing $\tau$ at isolated energies leaves all the integrals unchanged.

## Exponent above $-5/4$

The exponent $s$ describes how scattering varies with energy. For negative $s$ the slowest carriers have the longest relaxation times, and $s>-5/4$ keeps their contribution to $\langle\tau^2\rangle$ finite. By hand, the moment formula at orders $s$ and $2s$, divided by the normalisation, gives

$$\langle\tau\rangle=\tau_0(kT)^s\,\frac{\Gamma(s+5/2)}{\Gamma(5/2)},\qquad
\langle\tau^2\rangle=\tau_0^2(kT)^{2s}\,\frac{\Gamma(2s+5/2)}{\Gamma(5/2)} .$$

The second requires $2s>-5/2$, which is the stated bound.

```lean
/-- Averages of `τ` and `τ²` for the power law `τ = τ₀ E^s`, with `kT > 0` and `s > -5/4`. -/
theorem mean_powerLaw {kT s : ℝ} (τ₀ : ℝ) (hT : 0 < kT) (hs : -(5 / 4) < s) :
    mean kT (fun E => τ₀ * E ^ s)
        = τ₀ * kT ^ s * Real.Gamma (s + 5 / 2) / Real.Gamma (5 / 2) ∧
      mean kT (fun E => (τ₀ * E ^ s) ^ 2)
        = (τ₀ * kT ^ s) ^ 2 * Real.Gamma (2 * s + 5 / 2) / Real.Gamma (5 / 2) := by
  have hG : 0 < Real.Gamma (5 / 2) := Real.Gamma_pos_of_pos (by norm_num)
  have hk : 0 < kT ^ (5 / 2 : ℝ) := Real.rpow_pos_of_pos hT _
  have hd : ∀ x : ℝ, 0 < x → x ^ (2 * s) = (x ^ s) ^ 2 := fun x hx => by
    rw [mul_comm 2 s, Real.rpow_mul hx.le, Real.rpow_two]
  have key : ∀ c p : ℝ, -(5 / 2) < p → mean kT (fun E => c * E ^ p)
      = c * kT ^ p * Real.Gamma (p + 5 / 2) / Real.Gamma (5 / 2) := by
    intro c p hp
    have hn : ∫ E in Ioi (0 : ℝ), c * E ^ p * weight kT E
        = c * (kT ^ (p + 5 / 2) * Real.Gamma (p + 5 / 2)) := by
      rw [← integral_rpow_weight hT hp, ← integral_const_mul]
      congr 1
      funext E
      ring
    simp only [mean]
    rw [hn, (integral_weight hT).1, Real.rpow_add hT p (5 / 2),
      div_eq_div_iff (mul_pos hk hG).ne' hG.ne']
    ring
  refine ⟨key τ₀ s (by linarith), ?_⟩
  have hsq : mean kT (fun E => (τ₀ * E ^ s) ^ 2)
      = mean kT (fun E => τ₀ ^ 2 * E ^ (2 * s)) := by
    unfold mean
    congr 1
    refine setIntegral_congr_fun measurableSet_Ioi fun E hE => ?_
    simp only [hd E hE]
    ring
  rw [hsq, key (τ₀ ^ 2) (2 * s) (by linarith), hd kT hT]
  ring
```

In the proof, `key` evaluates the average of `c * E ^ p` for any $p>-5/2$ and is applied at $p=s$ and $p=2s$. For $-5/2<s\le-5/4$ the mean still converges, but the mean square diverges at low energy. The low-field formula for $\sigma_H$ then no longer applies, because the slowest carriers make its average infinite.

## Positive prefactor

The constant $\tau_0>0$ sets the overall strength of scattering. Dividing $\langle\tau^2\rangle$ by $\langle\tau\rangle^2$ cancels both $\tau_0^2$ and $(kT)^{2s}$, which leaves the Gamma formula.

For the equality case, suppose $r=1$. Then $\tau_0E^s$ equals a constant at almost every positive energy, and by continuity at every one. Comparing $E=1$ with $E=2$ gives $\tau_0=\tau_02^s$, hence $s\ln2=0$ and $s=0$. Conversely, $s=0$ makes $\tau$ constant, so $r=1$.

```lean
/-- For `τ = τ₀ E^s` with `τ₀ > 0`, `kT > 0` and `s > -5/4`, the Hall factor is
`Γ(5/2) Γ(2s+5/2) / Γ(s+5/2)²`; it is at least one, and equals one exactly when `s = 0`. -/
theorem hallFactor_powerLaw {kT τ₀ s : ℝ} (hT : 0 < kT) (hτ : 0 < τ₀) (hs : -(5 / 4) < s) :
    hallFactor kT (fun E => τ₀ * E ^ s)
        = Real.Gamma (5 / 2) * Real.Gamma (2 * s + 5 / 2) / Real.Gamma (s + 5 / 2) ^ 2 ∧
      1 ≤ hallFactor kT (fun E => τ₀ * E ^ s) ∧
      (hallFactor kT (fun E => τ₀ * E ^ s) = 1 ↔ s = 0) := by
  obtain ⟨m1, m2⟩ := mean_powerLaw τ₀ hT hs
  have hk : 0 < kT ^ s := Real.rpow_pos_of_pos hT s
  have g0 : 0 < Real.Gamma (5 / 2) := Real.Gamma_pos_of_pos (by norm_num)
  have g1 : 0 < Real.Gamma (s + 5 / 2) := Real.Gamma_pos_of_pos (by linarith)
  have g2 : 0 < Real.Gamma (2 * s + 5 / 2) := Real.Gamma_pos_of_pos (by linarith)
  have n1 : mean kT (fun E => τ₀ * E ^ s) ≠ 0 := by
    rw [m1]
    exact (div_pos (mul_pos (mul_pos hτ hk) g1) g0).ne'
  have n2 : mean kT (fun E => (τ₀ * E ^ s) ^ 2) ≠ 0 := by
    rw [m2]
    exact (div_pos (mul_pos (pow_pos (mul_pos hτ hk) 2) g2) g0).ne'
  obtain ⟨hle, hiff⟩ := one_le_hallFactor hT n1 (integrable_of_mean_ne n2)
  refine ⟨?_, hle, hiff.trans ⟨?_, ?_⟩⟩
  · simp only [hallFactor]
    rw [m1, m2]
    generalize kT ^ s = k at hk ⊢
    generalize Real.Gamma (s + 5 / 2) = a at g1 ⊢
    generalize Real.Gamma (2 * s + 5 / 2) = b at g2 ⊢
    generalize Real.Gamma (5 / 2) = d at g0 ⊢
    field_simp
  · -- if the power law is constant almost everywhere, then by continuity it takes the same value
    -- at energies 1 and 2
    rintro ⟨c, hc⟩
    have hcont : ContinuousOn (fun E : ℝ => τ₀ * E ^ s) (Ioi 0) := fun E hE =>
      (continuousAt_const.mul (Real.continuousAt_rpow_const E s
        (Or.inl (mem_Ioi.mp hE).ne'))).continuousWithinAt
    have heq : EqOn (fun E : ℝ => τ₀ * E ^ s) (fun _ => c) (Ioi 0) :=
      Measure.eqOn_open_of_ae_eq hc isOpen_Ioi hcont continuousOn_const
    have e1 : τ₀ * (1 : ℝ) ^ s = c := heq (mem_Ioi.mpr one_pos)
    have e2 : τ₀ * (2 : ℝ) ^ s = c := heq (mem_Ioi.mpr two_pos)
    rw [Real.one_rpow] at e1
    have h := congrArg Real.log (mul_left_cancel₀ hτ.ne' (e2.trans e1.symm))
    rw [Real.log_rpow two_pos, Real.log_one] at h
    exact (mul_eq_zero.mp h).resolve_right (Real.log_pos one_lt_two).ne'
  · intro h
    exact ⟨τ₀, ae_of_all _ fun E => by rw [h, Real.rpow_zero, mul_one]⟩
```

The three parts of the statement are the formula, the bound and the equality case. The proof uses `hτ` to show that both averages are positive, so `integrable_of_mean_ne` delivers the integrability that `one_le_hallFactor` asks for. It uses `hτ` again to cancel $\tau_0$ in the comparison of the two energies. `Measure.eqOn_open_of_ae_eq` is the continuity step. With $\tau_0=0$ the relaxation time would vanish and $r$ would be $0/0$.

## Exponent $-1/2$ for acoustic phonons

When scattering by acoustic phonons is nearly elastic and has an energy-independent matrix element, its rate follows the density of final states, $\propto E^{1/2}$. The relaxation time then goes as $E^{-1/2}$. This exponent is assumed, not derived from a phonon model. The recursion $\Gamma(x+1)=x\Gamma(x)$ and $\Gamma(1/2)=\sqrt\pi$ give $\Gamma(3/2)=\sqrt\pi/2$ and $\Gamma(5/2)=3\sqrt\pi/4$, while $\Gamma(2)=1$. Hence

$$r=\frac{\Gamma(5/2)\,\Gamma(3/2)}{\Gamma(2)^2}=\frac{3\sqrt\pi}{4}\cdot\frac{\sqrt\pi}{2}=\frac{3\pi}{8}\approx1.18 .$$

```lean
/-- For acoustic scattering, `τ = τ₀ E^(-1/2)` with `τ₀ > 0` and `kT > 0`, the Hall factor
is `3π/8`. -/
theorem hallFactor_acoustic {kT τ₀ : ℝ} (hT : 0 < kT) (hτ : 0 < τ₀) :
    hallFactor kT (fun E => τ₀ * E ^ (-1 / 2 : ℝ)) = 3 * Real.pi / 8 := by
  have h3 : Real.Gamma (3 / 2) = √Real.pi / 2 := by
    rw [show (3 / 2 : ℝ) = 1 / 2 + 1 by norm_num, Real.Gamma_add_one (by norm_num),
      Real.Gamma_one_half_eq]
    ring
  have h5 : Real.Gamma (5 / 2) = 3 / 4 * √Real.pi := by
    rw [show (5 / 2 : ℝ) = 3 / 2 + 1 by norm_num, Real.Gamma_add_one (by norm_num), h3]
    ring
  rw [(hallFactor_powerLaw hT hτ (by norm_num)).1,
    show 2 * (-1 / 2 : ℝ) + 5 / 2 = 3 / 2 by norm_num,
    show (-1 / 2 : ℝ) + 5 / 2 = 2 by norm_num, h3, h5, Real.Gamma_two]
  linear_combination (3 / 8) * Real.sq_sqrt Real.pi_pos.le

end

end HallFactor
```

`h3` and `h5` are the two half-integer values, and the last line replaces $(\sqrt\pi)^2$ by $\pi$. With this scattering law, $1/(qR_H)$ is about 15% below the true density. Another exponent in the allowed range calls for the general formula.

```lean
#print axioms HallFactor.hallConductivity_relation
-- 'HallFactor.hallConductivity_relation' depends on axioms: [propext, Classical.choice, Quot.sound]
#print axioms HallFactor.hallFactor_acoustic
-- 'HallFactor.hallFactor_acoustic' depends on axioms: [propext, Classical.choice, Quot.sound]
```
